# An explicit Euler step of the one-dimensional harmonic oscillator scales the symplectic form by 1 + τ²ω²

For the classical oscillator q′ = p, p′ = −ω²q, with one position and one momentum, an explicit Euler step of size τ applies the matrix M = I + τA, where A is the generator `oscillator ω`. The theorem `euler_stretches_form` states that MᵀJM = (1 + τ²ω²)J, where J is the 2×2 antisymmetric matrix `planeForm`, for all real ω and τ. The step therefore preserves the symplectic form only when τω = 0. The attempt compares the two sides entry by entry, expands the matrix products with `simp` and leaves the remaining algebra to `ring`.

In Lean, a first try:

```lean
import Mathlib

open Matrix

namespace CayleySymplectic

noncomputable section

/-- The symplectic form matrix for one position and one momentum. -/
def planeForm : Matrix (Fin 2) (Fin 2) ℝ := !![0, -1; 1, 0]

/-- The generator of the harmonic oscillator `q' = p`, `p' = -ω² q`. -/
def oscillator (ω : ℝ) : Matrix (Fin 2) (Fin 2) ℝ := !![0, 1; -ω ^ 2, 0]

/-- One explicit Euler step of the harmonic oscillator multiplies the symplectic form by
`1 + τ²ω²`. -/
theorem euler_stretches_form (ω τ : ℝ) :
    (1 + τ • oscillator ω)ᵀ * planeForm * (1 + τ • oscillator ω)
      = (1 + τ ^ 2 * ω ^ 2) • planeForm := by
  ext i j
  fin_cases i <;> fin_cases j <;>
    simp [planeForm, oscillator, Matrix.mul_apply, Fin.sum_univ_succ] <;> ring

end

end CayleySymplectic
```

Lean reports:

```
Try this:
  [apply] ring_nf
  
  The `ring` tactic failed to close the goal. Use `ring_nf` to obtain a normal form.
    
  Note that `ring` works primarily in *commutative* rings. If you have a noncommutative ring, abelian group or module, consider using `noncomm_ring`, `abel` or `module` instead.
Try this:
  [apply] ring_nf
  
  The `ring` tactic failed to close the goal. Use `ring_nf` to obtain a normal form.
    
  Note that `ring` works primarily in *commutative* rings. If you have a noncommutative ring, abelian group or module, consider using `noncomm_ring`, `abel` or `module` instead.
Try this:
  [apply] ring_nf
  
  The `ring` tactic failed to close the goal. Use `ring_nf` to obtain a normal form.
    
  Note that `ring` works primarily in *commutative* rings. If you have a noncommutative ring, abelian group or module, consider using `noncomm_ring`, `abel` or `module` instead.
Main.lean:19:43: error: unsolved goals
case «0».«1»
ω τ : ℝ
⊢ -(τ ^ 2 * ω ^ 2) - 1 (Fin.succ 0) 1 = -1 - τ ^ 2 * ω ^ 2

case «1».«0»
ω τ : ℝ
⊢ 1 1 (Fin.succ 0) + τ ^ 2 * ω ^ 2 = 1 + τ ^ 2 * ω ^ 2

case «1».«1»
ω τ : ℝ
⊢ 1 1 (Fin.succ 0) * τ - τ * 1 (Fin.succ 0) 1 = 0
```

What went wrong. The three `ring_nf` suggestions say that `ring` failed to close a goal, and the error lists the three entries left open. In these goals, `1 (Fin.succ 0) 1` and `1 1 (Fin.succ 0)` are entries of the identity matrix. Both equal the number 1, since `Fin.succ 0` is the index 1, but `simp` left them unevaluated. The index came from `Fin.sum_univ_succ`, which splits a sum into its first term and terms at successor indices. To `ring` such entries are unknown quantities, so it could not finish.

The repair first proves `e`, which writes the whole Euler matrix with explicit entries, and `rw [e]` puts it in both places, including under the transpose. No identity matrix is then left inside the products. `Fin.sum_univ_two` expands each sum directly at the indices 0 and 1, so `Fin.succ 0` is not introduced. Dropping `oscillator` from the last `simp` is tidying, as the rewritten goal no longer contains it.

The repair, with which the file compiles:

```diff
@@ -18,7 +18,12 @@
     (1 + τ • oscillator ω)ᵀ * planeForm * (1 + τ • oscillator ω)
       = (1 + τ ^ 2 * ω ^ 2) • planeForm := by
+  -- write out the Euler update matrix
+  have e : 1 + τ • oscillator ω = !![1, τ; -(τ * ω ^ 2), 1] := by
+    ext i j
+    fin_cases i <;> fin_cases j <;> simp [oscillator]
+  rw [e]
   ext i j
   fin_cases i <;> fin_cases j <;>
-    simp [planeForm, oscillator, Matrix.mul_apply, Fin.sum_univ_succ] <;> ring
+    simp [planeForm, Matrix.mul_apply, Fin.sum_univ_two] <;> ring
 
 end
```
